# Binomial sums of Hermite products: $\sum_k \binom{n}{k} i^k H_{n-k}(x)H_k(y) = 2^n(x+iy)^n$

## Excited Cartesian states carry no definite angular momentum

Separating the isotropic oscillator in the plane into $x$ and $y$ gives eigenfunctions that, apart from the ground state, do not respect its rotational symmetry. In oscillator units of length and energy they are $H_j(x)H_k(y)\,e^{-(x^2+y^2)/2}$ with energy $j+k+1$, where $H_j$ is the physicists' Hermite polynomial. For $n=j+k\ge 1$ none of these products is an eigenfunction of the angular momentum $L_z$, so a term proportional to $L_z$, as a magnetic field supplies, mixes the $n+1$ states of a level. A combination with angular momentum $n$ has to be proportional to $(x+iy)^n$ times the Gaussian, and without a general identity one checks level by level that the lower powers inside the Hermite polynomials cancel. At $n=2$, with $H_0(t)=1$, $H_1(t)=2t$ and $H_2(t)=4t^2-2$,

$$H_2(x)+2i\,H_1(x)H_1(y)-H_2(y)=(4x^2-2)+8ixy-(4y^2-2)=4(x+iy)^2 .$$

The identity in the title gives this cancellation for every $n$. For one spinless, non-interacting charge in a uniform field in the symmetric gauge, with lengths in units of $\sqrt2$ times the magnetic length, the functions $(x\pm iy)^n e^{-(x^2+y^2)/2}$ (the sign set by charge and field direction) are the lowest-Landau-level orbitals, so the identity expands them in a Cartesian oscillator basis.

## Quanta in a polarisation $(a,b)$

Let $\hat c_x^\dagger,\hat c_y^\dagger$ create a quantum along $x$ or $y$, and let $a,b$ be complex amplitudes. The two operators commute, and $(\hat c^\dagger)^k$ turns the one-dimensional Gaussian into $2^{-k/2}H_k$ times it. The state $(a\hat c_x^\dagger+b\hat c_y^\dagger)^n|0\rangle$ is therefore proportional to the Gaussian times

$$S_n=\sum_{k=0}^n\binom nk\,a^{n-k}H_{n-k}(x)\,b^kH_k(y).$$

The pair $(a,b)$ is the polarisation of the quanta. Real $a,b$ with $a^2+b^2=1$ describe oscillation along the line in the direction $(a,b)$. The condition $a^2+b^2=0$ factors over $\mathbb C$ as $(a+ib)(a-ib)=0$, so $b=\pm ia$, which for $(a,b)\ne(0,0)$ is circular motion. The form $a^2+b^2$ has no complex conjugate in it: $(1,i)/\sqrt2$ has $|a|^2+|b|^2=1$ and $a^2+b^2=0$, while $(\sqrt2,i)$ has $a^2+b^2=1$ and $|a|^2+|b|^2=3$ and is an elliptical polarisation. Below, "unit" means $a^2+b^2=1$, which agrees with the physical normalisation for real $a,b$ but not for complex amplitudes in general.

## The objects and theorems in the file

`H n x` is the value $H_n(x)$, defined in any commutative ring `R` by $H_0=1$, $H_1=2x$ and $H_{n+2}=2xH_{n+1}-2(n+1)H_n$. This fixes the physicists' convention, with leading coefficient $2^n$. For sequences $u,v$, `conv u v n` is $(u*v)_n=\sum_{k=0}^n\binom nk u_{n-k}v_k$, and `lower w` is the sequence $Lw$ with $(Lw)_0=0$ and $(Lw)_{k+1}=(k+1)w_k$. `planar a b x y n` is $S_n$. `circular n x y` is

$$C_n(x,y)=\sum_{k=0}^n\binom nk i^kH_{n-k}(x)H_k(y),$$

with both Hermite values computed in $\mathbb R$ and then read as complex numbers; $k$ counts the quanta along $y$.

The main theorem `circular_eq` says $C_n(x,y)=2^n(x+iy)^n$ for every natural $n$ and all real $x,y$, with no further hypothesis. At $n=0$ it reads $1=1$, and at $n=1$ it reads $2x+2iy=2(x+iy)$. `circular_rotate` says that for real $\theta$

$$C_n(x\cos\theta-y\sin\theta,\;x\sin\theta+y\cos\theta)=e^{in\theta}C_n(x,y),$$

where the point is turned counterclockwise by $\theta$. This is the angular dependence $e^{in\varphi}$ in the polar angle $\varphi$, which physically means angular momentum $+n$ in units of $\hbar$.

For general polarisation, `planar_null` gives $S_n=(2(ax+by))^n$ under the hypothesis $a^2+b^2=0$, and `planar_unit` gives $S_n=H_n(ax+by)$ under $a^2+b^2=1$, both in any commutative ring. `null_of_planar_two` is a converse over $\mathbb C$: if $S_2=(2(ax+by))^2$ at one point $(x,y)$, then $a^2+b^2=0$.

All of these are statements about polynomial values; the Gaussian, the Hamiltonian, the operators $\hat c^\dagger$ and $L_z$, and the norms below are the physical reading around them and occur nowhere in the file. States of level $n$ with angular momentum strictly between $-n$ and $n$ are not treated. The sum $C_n$ is unnormalised. With the normalised one-dimensional functions $\phi_k(t)=(2^kk!\sqrt\pi)^{-1/2}H_k(t)e^{-t^2/2}$ the identity becomes

$$\frac{(x+iy)^n}{\sqrt{\pi\,n!}}\,e^{-(x^2+y^2)/2}=2^{-n/2}\sum_{k=0}^n i^k\sqrt{\binom nk}\;\phi_{n-k}(x)\,\phi_k(y),$$

so the weight of $k$ quanta along $y$ is $2^{-n}\binom nk$.

## A three-term recurrence for $S_n$

First, Pascal's rule $\binom{n+1}{k}=\binom nk+\binom n{k-1}$ (with $\binom n{-1}=0$) splits the convolution of order $n+1$. The first part loses its term $k=n+1$ because $\binom n{n+1}=0$, and in the second part $k$ is shifted by one:

$$(u*v)_{n+1}=\sum_{k=0}^n\binom nk u_{n-k+1}v_k+\sum_{k=0}^n\binom nk u_{n-k}v_{k+1}=(u^+*v)_n+(u*v^+)_n,$$

where $u^+_k=u_{k+1}$ and $v^+_k=v_{k+1}$. The extra quantum goes to one factor or the other.

Second, lowering a factor reduces the order. In $(Lu*v)_{n+1}$ the term $k=n+1$ contains $(Lu)_0=0$, and the others contain $(n-k+1)u_{n-k}$. Since $\binom{n+1}k(n-k+1)=(n+1)\binom nk$,

$$(Lu*v)_{n+1}=\sum_{k=0}^n\binom{n+1}k(n-k+1)\,u_{n-k}v_k=(n+1)(u*v)_n .$$

In $(u*Lv)_{n+1}$ the term $k=0$ vanishes, the index is shifted, and $\binom{n+1}{k+1}(k+1)=(n+1)\binom nk$ gives

$$(u*Lv)_{n+1}=\sum_{k=0}^n\binom{n+1}{k+1}(k+1)\,u_{n-k}v_k=(n+1)(u*v)_n .$$

Third, take $u_k=a^kH_k(x)$ and $v_k=b^kH_k(y)$, so that $S_n=(u*v)_n$. Multiplying the Hermite recurrence by $a^{k+1}$ gives $u_{k+1}=2ax\,u_k-2a^2(Lu)_k$, which also holds at $k=0$ because $u_1=2ax$, $u_0=1$ and $(Lu)_0=0$. Likewise $v_{k+1}=2by\,v_k-2b^2(Lv)_k$. The convolution is linear in each factor, so

$$\begin{aligned}S_{n+2}&=(u^+*v)_{n+1}+(u*v^+)_{n+1}\\&=2ax\,S_{n+1}-2a^2(Lu*v)_{n+1}+2by\,S_{n+1}-2b^2(u*Lv)_{n+1}\\&=2(ax+by)\,S_{n+1}-2(n+1)(a^2+b^2)\,S_n .\end{aligned}$$

The starting values come from the sum itself: $S_0=1$ and $S_1=aH_1(x)+bH_1(y)=2(ax+by)$.

## Null and unit polarisations

Write $s=ax+by$. If $a^2+b^2=0$, the recurrence is $S_{n+2}=2s\,S_{n+1}$, and with $S_0=1$, $S_1=2s$ induction gives $S_n=(2s)^n$. For $(a,b)=(1,i)$ one has $1+i^2=0$, $s=x+iy$ and $S_n=C_n$, which is the main identity. The choice $(1,-i)$ gives the opposite sense of rotation, $2^n(x-iy)^n$, in the same way.

For any $a,b$ the case $n=0$ of the recurrence reads $S_2=(2s)^2-2(a^2+b^2)$. Equality with $(2s)^2$ at a single point forces $2(a^2+b^2)=0$, and over $\mathbb C$ one divides by $2$.

If $a^2+b^2=1$, the recurrence and the starting values are those of $H_n(s)$, so $S_n=H_n(s)$.

For the rotation, $(\cos\theta+i\sin\theta)(x+iy)=(x\cos\theta-y\sin\theta)+i(x\sin\theta+y\cos\theta)$. The rotated point has complex coordinate $e^{i\theta}(x+iy)$, and its $n$-th power carries the factor $e^{in\theta}$.

## The Lean file

```lean
import Mathlib

open Finset Complex

namespace CircularOscillator

variable {R : Type*} [CommRing R]

/-- Physicists' Hermite polynomials, by `H₀ = 1`, `H₁ = 2x` and
`H_{n+2} = 2x H_{n+1} - 2(n+1) H_n`. -/
def H : ℕ → R → R
  | 0, _ => 1
  | 1, x => 2 * x
  | n + 2, x => 2 * x * H (n + 1) x - 2 * ((n : R) + 1) * H n x

/-- Binomial convolution `∑ₖ C(n,k) u_{n-k} v_k` of two sequences. -/
def conv (u v : ℕ → R) (n : ℕ) : R :=
  ∑ k ∈ range (n + 1), (n.choose k : R) * (u (n - k) * v k)

/-- The lowered sequence `k ↦ k w_{k-1}`, which vanishes at `k = 0`. -/
def lower (w : ℕ → R) : ℕ → R
  | 0 => 0
  | k + 1 => ((k : R) + 1) * w k

/-- Planar oscillator polynomial with `n` quanta in the polarisation `(a, b)`:
`∑ₖ C(n,k) a^{n-k} H_{n-k}(x) b^k H_k(y)`. -/
def planar (a b x y : R) (n : ℕ) : R :=
  conv (fun k => a ^ k * H k x) (fun k => b ^ k * H k y) n

/-- Circular oscillator polynomial `∑ₖ C(n,k) i^k H_{n-k}(x) H_k(y)` at a real point
`(x, y)` of the plane. -/
noncomputable def circular (n : ℕ) (x y : ℝ) : ℂ :=
  ∑ k ∈ range (n + 1),
    (n.choose k : ℂ) * I ^ k * ((H (n - k) x : ℝ) : ℂ) * ((H k y : ℝ) : ℂ)

/-- The convolution of order `n + 1` is the sum of two convolutions of order `n`, with the index
shift `k ↦ k + 1` applied either to the first or to the second factor. -/
theorem conv_succ (u v : ℕ → R) (n : ℕ) :
    conv u v (n + 1) = conv (fun k => u (k + 1)) v n + conv u (fun k => v (k + 1)) n := by
  unfold conv
  have h := Finset.sum_choose_succ_mul (fun i j => u j * v i) n
  refine h.trans ?_
  refine congrArg₂ (· + ·) (sum_congr rfl fun i hi => ?_) rfl
  have hi' : n + 1 - i = n - i + 1 := by
    have := mem_range.1 hi
    omega
  simp only [hi']

/-- Lowering the first factor in the convolution of order `n + 1` gives `n + 1` times the
convolution of order `n`. -/
theorem conv_lower_left (u v : ℕ → R) (n : ℕ) :
    conv (lower u) v (n + 1) = ((n : R) + 1) * conv u v n := by
  unfold conv
  rw [sum_range_succ, Nat.sub_self, mul_sum]
  simp only [lower, zero_mul, mul_zero, add_zero]
  refine sum_congr rfl fun k hk => ?_
  have hk' : n + 1 - k = n - k + 1 := by
    have := mem_range.1 hk
    omega
  have h := Nat.choose_mul_succ_eq n k
  rw [hk'] at h
  have h' : (n.choose k : R) * ((n : R) + 1)
      = ((n + 1).choose k : R) * (((n - k : ℕ) : R) + 1) := by
    simpa only [Nat.cast_mul, Nat.cast_add, Nat.cast_one] using congrArg (Nat.cast : ℕ → R) h
  rw [hk']
  show _ * ((((n - k : ℕ) : R) + 1) * u (n - k) * v k) = _
  linear_combination (-(u (n - k) * v k)) * h'

/-- Lowering the second factor in the convolution of order `n + 1` gives `n + 1` times the
convolution of order `n`. -/
theorem conv_lower_right (u v : ℕ → R) (n : ℕ) :
    conv u (lower v) (n + 1) = ((n : R) + 1) * conv u v n := by
  unfold conv
  rw [sum_range_succ', mul_sum]
  simp only [lower, mul_zero, add_zero, Nat.add_sub_add_right]
  refine sum_congr rfl fun k _ => ?_
  have h : (n + 1) * n.choose k = (n + 1).choose (k + 1) * (k + 1) :=
    Nat.add_one_mul_choose_eq n k
  have h' : ((n : R) + 1) * (n.choose k : R)
      = ((n + 1).choose (k + 1) : R) * ((k : R) + 1) := by
    simpa only [Nat.cast_mul, Nat.cast_add, Nat.cast_one] using congrArg (Nat.cast : ℕ → R) h
  linear_combination (-(u (n - k) * v k)) * h'

/-- The planar polynomials start with `S₀ = 1`, `S₁ = 2(ax + by)` and obey
`S_{n+2} = 2(ax + by) S_{n+1} - 2(n+1)(a² + b²) S_n`. -/
theorem planar_recurrence (a b x y : R) :
    planar a b x y 0 = 1 ∧ planar a b x y 1 = 2 * (a * x + b * y) ∧
    ∀ n, planar a b x y (n + 2) = 2 * (a * x + b * y) * planar a b x y (n + 1)
      - 2 * ((n : R) + 1) * (a ^ 2 + b ^ 2) * planar a b x y n := by
  refine ⟨by simp [planar, conv, H], by (simp [planar, conv, H, sum_range_succ]; ring),
    fun n => ?_⟩
  -- the Hermite recurrence for the scaled sequence `c^k H_k(t)`
  have step : ∀ (c t : R) (k : ℕ), c ^ (k + 1) * H (k + 1) t
      = 2 * c * t * (c ^ k * H k t) - 2 * c ^ 2 * lower (fun k => c ^ k * H k t) k := by
    intro c t k
    cases k with
    | zero =>
      show c ^ 1 * (2 * t) = 2 * c * t * (c ^ 0 * 1) - 2 * c ^ 2 * 0
      ring
    | succ k =>
      show c ^ (k + 1 + 1) * (2 * t * H (k + 1) t - 2 * ((k : R) + 1) * H k t)
        = 2 * c * t * (c ^ (k + 1) * H (k + 1) t)
          - 2 * c ^ 2 * (((k : R) + 1) * (c ^ k * H k t))
      ring
  have lin1 : ∀ (p q : R) (u w v : ℕ → R) (m : ℕ),
      conv (fun k => p * u k - q * w k) v m = p * conv u v m - q * conv w v m := by
    intros
    simp only [conv, mul_sum, ← sum_sub_distrib]
    exact sum_congr rfl fun _ _ => by ring
  have lin2 : ∀ (p q : R) (u v w : ℕ → R) (m : ℕ),
      conv u (fun k => p * v k - q * w k) m = p * conv u v m - q * conv u w m := by
    intros
    simp only [conv, mul_sum, ← sum_sub_distrib]
    exact sum_congr rfl fun _ _ => by ring
  -- recurrence coefficients add under binomial convolution
  have key : ∀ (u v : ℕ → R) (p q r s : R), (∀ k, u (k + 1) = p * u k - q * lower u k) →
      (∀ k, v (k + 1) = r * v k - s * lower v k) →
      conv u v (n + 2) = (p + r) * conv u v (n + 1) - (q + s) * ((n : R) + 1) * conv u v n := by
    intro u v p q r s hu hv
    have hu' : (fun k => u (k + 1)) = fun k => p * u k - q * lower u k := funext hu
    have hv' : (fun k => v (k + 1)) = fun k => r * v k - s * lower v k := funext hv
    have h := conv_succ u v (n + 1)
    rw [hu', hv', lin1 p q u (lower u) v (n + 1), lin2 r s u v (lower v) (n + 1),
      conv_lower_left, conv_lower_right] at h
    refine h.trans ?_
    ring
  have h := key (fun k => a ^ k * H k x) (fun k => b ^ k * H k y) _ _ _ _ (step a x) (step b y)
  unfold planar
  linear_combination h

/-- For a null polarisation, `a² + b² = 0`, the planar polynomial is the pure power
`(2(ax + by))^n`. -/
theorem planar_null (a b x y : R) (h : a ^ 2 + b ^ 2 = 0) (n : ℕ) :
    planar a b x y n = (2 * (a * x + b * y)) ^ n := by
  obtain ⟨h0, h1, hr⟩ := planar_recurrence a b x y
  have pair : ∀ m, planar a b x y m = (2 * (a * x + b * y)) ^ m ∧
      planar a b x y (m + 1) = (2 * (a * x + b * y)) ^ (m + 1) := by
    intro m
    induction m with
    | zero => exact ⟨h0.trans (by ring), h1.trans (by ring)⟩
    | succ m ih => exact ⟨ih.2, (hr m).trans (by rw [ih.2, h]; ring)⟩
  exact (pair n).1

/-- Converse over `ℂ`: if the two-quantum planar polynomial equals `(2(ax + by))²` at one
point `(x, y)`, then `a² + b² = 0`. -/
theorem null_of_planar_two (a b x y : ℂ)
    (h : planar a b x y 2 = (2 * (a * x + b * y)) ^ 2) : a ^ 2 + b ^ 2 = 0 := by
  obtain ⟨h0, h1, hr⟩ := planar_recurrence a b x y
  have h2 : planar a b x y 2 = 2 * (a * x + b * y) * planar a b x y 1
      - 2 * (((0 : ℕ) : ℂ) + 1) * (a ^ 2 + b ^ 2) * planar a b x y 0 := hr 0
  rw [h0, h1, h, Nat.cast_zero] at h2
  linear_combination (1 / 2) * h2

/-- If `a² + b² = 1` (squares, with no complex conjugate), the planar polynomial is the Hermite
polynomial of the coordinate `ax + by`. -/
theorem planar_unit (a b x y : R) (h : a ^ 2 + b ^ 2 = 1) (n : ℕ) :
    planar a b x y n = H n (a * x + b * y) := by
  obtain ⟨h0, h1, hr⟩ := planar_recurrence a b x y
  have pair : ∀ m, planar a b x y m = H m (a * x + b * y) ∧
      planar a b x y (m + 1) = H (m + 1) (a * x + b * y) := by
    intro m
    induction m with
    | zero => exact ⟨h0, h1⟩
    | succ m ih => exact ⟨ih.2, (hr m).trans (by rw [ih.1, ih.2, h, mul_one]; rfl)⟩
  exact (pair n).1

/-- The real value `H_n(x)`, read as a complex number, is `H_n` at the complex number `x`. -/
theorem H_ofReal (n : ℕ) (x : ℝ) : ((H n x : ℝ) : ℂ) = H n (x : ℂ) := by
  have pair : ∀ m, ((H m x : ℝ) : ℂ) = H m (x : ℂ) ∧
      ((H (m + 1) x : ℝ) : ℂ) = H (m + 1) (x : ℂ) := by
    intro m
    induction m with
    | zero => exact ⟨by simp [H], by simp [H]⟩
    | succ m ih =>
      refine ⟨ih.2, ?_⟩
      show ((2 * x * H (m + 1) x - 2 * ((m : ℝ) + 1) * H m x : ℝ) : ℂ)
        = 2 * (x : ℂ) * H (m + 1) (x : ℂ) - 2 * ((m : ℂ) + 1) * H m (x : ℂ)
      push_cast
      rw [ih.1, ih.2]
  exact (pair n).1

/-- Main result: `∑ₖ C(n,k) i^k H_{n-k}(x) H_k(y) = 2^n (x + iy)^n` for all real `x, y`
and every `n`. -/
theorem circular_eq (n : ℕ) (x y : ℝ) :
    circular n x y = 2 ^ n * ((x : ℂ) + I * y) ^ n := by
  -- the polarisation `(1, i)` is null
  have h := planar_null (1 : ℂ) I x y (by simp) n
  calc circular n x y = planar (1 : ℂ) I x y n := by
        simp only [circular, planar, conv, H_ofReal, one_pow]
        exact sum_congr rfl fun _ _ => by ring
    _ = 2 ^ n * ((x : ℂ) + I * y) ^ n := by rw [h, one_mul, mul_pow]

/-- Rotating the point `(x, y)` by the angle `θ` multiplies the circular polynomial with `n`
quanta by the phase `exp(i n θ)`. -/
theorem circular_rotate (n : ℕ) (x y θ : ℝ) :
    circular n (x * Real.cos θ - y * Real.sin θ) (x * Real.sin θ + y * Real.cos θ)
      = exp ((n : ℂ) * θ * I) * circular n x y := by
  have hz : ((x * Real.cos θ - y * Real.sin θ : ℝ) : ℂ)
      + I * ((x * Real.sin θ + y * Real.cos θ : ℝ) : ℂ)
      = exp ((θ : ℂ) * I) * ((x : ℂ) + I * y) := by
    rw [exp_mul_I]
    push_cast
    linear_combination (-(Complex.sin θ * y)) * I_sq
  have he : exp ((n : ℂ) * θ * I) = exp ((θ : ℂ) * I) ^ n := by
    rw [mul_assoc, Complex.exp_nat_mul]
  rw [circular_eq, circular_eq, hz, he, mul_pow (exp ((θ : ℂ) * I))]
  ring

end CircularOscillator
```

```lean
#print axioms CircularOscillator.null_of_planar_two
#print axioms CircularOscillator.planar_unit
#print axioms CircularOscillator.circular_eq
#print axioms CircularOscillator.circular_rotate
```

```
'CircularOscillator.null_of_planar_two' depends on axioms: [propext, Classical.choice, Quot.sound]
'CircularOscillator.planar_unit' depends on axioms: [propext, Classical.choice, Quot.sound]
'CircularOscillator.circular_eq' depends on axioms: [propext, Classical.choice, Quot.sound]
'CircularOscillator.circular_rotate' depends on axioms: [propext, Classical.choice, Quot.sound]
```

## The convolution lemmas in Lean

`conv_succ` is the Pascal step. The splitting of the sum is the Mathlib lemma `Finset.sum_choose_succ_mul`. What remains is the index identity `n + 1 - i = n - i + 1`; subtraction of natural numbers stops at zero, so `omega` derives it from the bound $i\le n$ that comes with membership in the range. Here $i$ is the summation index, not the imaginary unit.

`conv_lower_left` peels off the last term with `sum_range_succ`, where `lower` is evaluated at zero, and `conv_lower_right` peels off the first with `sum_range_succ'`, which also shifts the index. The two binomial identities are `Nat.choose_mul_succ_eq` and `Nat.add_one_mul_choose_eq`. Each is cast from the naturals into `R` as `h'`, and `linear_combination` multiplies it by $-u_{n-k}v_k$ to match the sums term by term. Both identities are used in product form, with no division, as a general commutative ring requires.

## The recurrence and the inductions in Lean

`planar_recurrence` bundles the two starting values with the recurrence. Inside it, `step` is the scaled Hermite relation for $c^kH_k(t)$, with separate cases for $k=0$ and $k+1$; `lin1` and `lin2` are linearity in the first and second factor. `key` is the three-line computation above for arbitrary sequences: if $u_{k+1}=p\,u_k-q(Lu)_k$ and $v_{k+1}=r\,v_k-s(Lv)_k$ for ring elements $p,q,r,s$ (this $s$ is a free coefficient, not $ax+by$), the convolution obeys the recurrence with coefficients $p+r$ and $(q+s)(n+1)$. Feeding it `step a x` and `step b y` sets $p=2ax$, $q=2a^2$, $r=2by$, $s=2b^2$.

`planar_null`, `planar_unit` and `H_ofReal` each prove a statement `pair` about orders $m$ and $m+1$ together, so that ordinary induction can drive a recurrence that looks two steps back. The null case uses only `ih.2`, since the hypothesis removes the $S_m$ term. The unit case uses both halves and ends in `rfl`, because the resulting expression is the defining clause of `H`. `null_of_planar_two` takes the recurrence at $n=0$ and halves it with `linear_combination (1 / 2) * h2`.

`H_ofReal` shows that evaluating $H_n$ in $\mathbb R$ and embedding in $\mathbb C$ agrees with evaluating in $\mathbb C$. With it, `circular_eq` rewrites `circular n x y` as `planar (1 : ℂ) I x y n`, applies `planar_null`, and distributes the power with `mul_pow`. In `circular_rotate`, `hz` is the product $(\cos\theta+i\sin\theta)(x+iy)$, which needs $i^2=-1$ (`I_sq`) once, and `he` is $e^{in\theta}=(e^{i\theta})^n$; rewriting both sides by `circular_eq` leaves an identity for `ring`.
